# Two basis functions that each capture an arbitrarily small fraction of a target can together represent it exactly

## Spillage, captured weight and gain

Let $E$ be a real inner product space with inner product $\langle\cdot,\cdot\rangle$, let $t\in E$ be the target, for instance an orbital to be represented, and let $S\subset E$ be a set of basis functions. The spillage is the squared distance from the target to the linear span of the basis functions,

$$
\sigma_S(t)=\inf_{y\in\operatorname{span}S}\|t-y\|^2 .
$$

The captured weight is $W_S(t)=\|t\|^2-\sigma_S(t)$, and the gain of a function $g$ over the set $S$ is $W_{S\cup\{g\}}(t)-W_S(t)$. The basis functions need not be normalised or orthogonal, because only their span enters. For a normalised target, $W_S(t)$ is the captured fraction.

Diminishing returns would mean that a function never gains more over a larger set than over a smaller one contained in it.

## A pair with small single weights and zero spillage

Let $t$ and $u$ be orthonormal, let $e\neq 0$ be a real number, and set $f=e\,t+u$ and $g=e\,t-u$. Then

$$
W_{\{f\}}(t)=W_{\{g\}}(t)=\frac{e^2}{1+e^2},\qquad \sigma_{\{f,g\}}(t)=0 .
$$

The function $g$ gains more over $\{f\}$ than over the empty set exactly when $|e|<1$. In the plane, with target $(1,0)$, the two functions are $(e,1)$ and $(e,-1)$.

## Selecting basis functions by their individual weights

A code that ranks candidate functions by the weight each captures alone, and discards those below a threshold, relies on low single weights implying a low joint weight. For every positive threshold, the pair above violates this once $e\neq0$ is chosen small enough, already for a single real target in two dimensions. A greedy selection that stops when no single candidate gains enough has the same weakness: from an empty basis, with $f$ and $g$ as the only candidates, it can stop although adding both would remove the spillage entirely.

## Best fit from an orthogonal residual

Suppose that $p\in\operatorname{span}S$ and that $t-p$ is orthogonal to every function in $S$. By linearity it is orthogonal to all of $\operatorname{span}S$. For any $y$ in the span, $p-y$ is also in the span, so

$$
\|t-y\|^2=\|t-p\|^2+\|p-y\|^2\ge\|t-p\|^2 .
$$

Hence $\sigma_S(t)=\|t-p\|^2$. Orthogonality also gives $\langle p,t-p\rangle=0$, that is $\|p\|^2=\langle p,t\rangle$, and therefore

$$
W_S(t)=\|t\|^2-\|t-p\|^2=2\langle p,t\rangle-\|p\|^2=\langle p,t\rangle .
$$

For a single function $h$, choose $a$ with $a\|h\|^2=\langle h,t\rangle$; if $h=0$, take $a=0$. Then $p=a\,h$ has an orthogonal residual, so $W_{\{h\}}(t)=a\langle h,t\rangle$ and

$$
W_{\{h\}}(t)\,\|h\|^2=\langle h,t\rangle^2 .
$$

For two orthogonal functions $h$ and $k$ with coefficients $a$ and $b$, the vector $p=a\,h+b\,k$ has an orthogonal residual, since the cross terms vanish. Hence $W_{\{h,k\}}(t)=a\langle h,t\rangle+b\langle k,t\rangle$, the sum of the single weights. A pair can capture more than this sum only if its members overlap.

For the tilted pair,

$$
\|f\|^2=\|g\|^2=1+e^2,\qquad \langle f,t\rangle=\langle g,t\rangle=e,
$$

which gives the single weights. After normalisation, each function has overlap $e/\sqrt{1+e^2}$ with the target. The components along $u$ cancel in the sum, $f+g=2e\,t$, so $t=(f+g)/(2e)$ lies in the span and the spillage of the pair is zero.

The empty set captures nothing, so $g$ alone gains $e^2/(1+e^2)$. The pair captures $\|t\|^2=1$, so after $f$ the function $g$ gains

$$
1-\frac{e^2}{1+e^2}=\frac{1}{1+e^2}.
$$

The second gain is the larger exactly when $e^2<1$. Finally, for a threshold $\delta>0$, the choice $e=\sqrt\delta$ gives single weights $\delta/(1+\delta)<\delta$.

## Lean source

```lean
import Mathlib

open scoped InnerProductSpace

namespace CooperativeBasisFunctions

noncomputable section

variable {E : Type*} [NormedAddCommGroup E] [InnerProductSpace ℝ E]

/-- The spillage of a target `t` for a set `S` of basis functions: the squared distance
from `t` to the linear span of `S`. -/
def spillage (S : Set E) (t : E) : ℝ :=
  (Metric.infDist t (Submodule.span ℝ S : Set E)) ^ 2

/-- The weight of the target captured by the basis functions: its squared norm minus
the spillage. -/
def capturedWeight (S : Set E) (t : E) : ℝ := ‖t‖ ^ 2 - spillage S t

/-- The increase in captured weight when the function `g` is added to the set `S`. -/
def gain (S : Set E) (g t : E) : ℝ := capturedWeight (insert g S) t - capturedWeight S t

/-- A residual orthogonal to every basis function is orthogonal to their whole span. -/
theorem orthogonal_span {S : Set E} {r : E} (h : ∀ f ∈ S, ⟪f, r⟫_ℝ = 0) :
    ∀ y ∈ Submodule.span ℝ S, ⟪y, r⟫_ℝ = 0 := by
  intro y hy
  induction hy using Submodule.span_induction with
  | mem x hx => exact h x hx
  | zero => exact inner_zero_left _
  | add x y _ _ hx hy => rw [inner_add_left, hx, hy, add_zero]
  | smul a x _ hx => rw [real_inner_smul_left, hx, mul_zero]

/-- If `p` lies in the span and the residual `t - p` is orthogonal to all basis functions,
the captured weight is the inner product of `p` with the target. -/
theorem capturedWeight_of_residual {S : Set E} {t p : E} (hp : p ∈ Submodule.span ℝ S)
    (h : ∀ f ∈ S, ⟪f, t - p⟫_ℝ = 0) : capturedWeight S t = ⟪p, t⟫_ℝ := by
  have hK := orthogonal_span h
  -- by Pythagoras, no element of the span is closer to the target than `p`
  have hd : Metric.infDist t (Submodule.span ℝ S : Set E) = ‖t - p‖ := by
    apply le_antisymm
    · rw [← dist_eq_norm]
      exact Metric.infDist_le_dist_of_mem hp
    · refine (Metric.le_infDist ⟨p, hp⟩).2 ?_
      intro y hy
      rw [dist_eq_norm]
      have h0 := hK (p - y) (Submodule.sub_mem _ hp hy)
      have h1 : ‖t - y‖ ^ 2 = ‖t - p‖ ^ 2 + ‖p - y‖ ^ 2 := by
        have h2 : t - y = (t - p) + (p - y) := by abel
        rw [h2, norm_add_sq_real, real_inner_comm, h0]
        ring
      exact (sq_le_sq₀ (norm_nonneg _) (norm_nonneg _)).1
        (by linarith [sq_nonneg ‖p - y‖])
  have h0 := hK p hp
  rw [inner_sub_right, real_inner_self_eq_norm_sq] at h0
  have hc := real_inner_comm t p
  unfold capturedWeight spillage
  rw [hd, norm_sub_sq_real]
  linarith

/-- A single function has a best-fit coefficient `a`, and its captured weight is `a` times
its overlap with the target. -/
theorem exists_coefficient (f t : E) :
    ∃ a : ℝ, a * ‖f‖ ^ 2 = ⟪f, t⟫_ℝ ∧ capturedWeight {f} t = a * ⟪f, t⟫_ℝ := by
  have hex : ∃ a : ℝ, a * ‖f‖ ^ 2 = ⟪f, t⟫_ℝ := by
    by_cases hf : f = 0
    · exact ⟨0, by simp [hf]⟩
    · exact ⟨⟪f, t⟫_ℝ / ‖f‖ ^ 2,
        div_mul_cancel₀ _ (pow_ne_zero 2 (norm_ne_zero_iff.2 hf))⟩
  obtain ⟨a, ha⟩ := hex
  refine ⟨a, ha, ?_⟩
  rw [← real_inner_smul_left]
  apply capturedWeight_of_residual
  · exact Submodule.smul_mem _ _ (Submodule.subset_span (by simp))
  · intro g hg
    rw [Set.mem_singleton_iff.1 hg, inner_sub_right, real_inner_smul_right,
      real_inner_self_eq_norm_sq, ha, sub_self]

/-- The weight captured by one function, times its squared norm, is its squared overlap
with the target. -/
theorem capturedWeight_single (f t : E) :
    capturedWeight {f} t * ‖f‖ ^ 2 = ⟪f, t⟫_ℝ ^ 2 := by
  obtain ⟨a, ha, hw⟩ := exists_coefficient f t
  rw [hw]
  linear_combination ⟪f, t⟫_ℝ * ha

/-- For two orthogonal basis functions the captured weights add. -/
theorem capturedWeight_orthogonal_pair {f g : E} (hfg : ⟪f, g⟫_ℝ = 0) (t : E) :
    capturedWeight {f, g} t = capturedWeight {f} t + capturedWeight {g} t := by
  obtain ⟨a, ha, hwa⟩ := exists_coefficient f t
  obtain ⟨b, hb, hwb⟩ := exists_coefficient g t
  have hgf : ⟪g, f⟫_ℝ = 0 := by rw [real_inner_comm, hfg]
  rw [hwa, hwb, ← real_inner_smul_left, ← real_inner_smul_left, ← inner_add_left]
  apply capturedWeight_of_residual
  · exact Submodule.add_mem _
      (Submodule.smul_mem _ _ (Submodule.subset_span (by simp)))
      (Submodule.smul_mem _ _ (Submodule.subset_span (by simp)))
  · intro x hx
    simp only [Set.mem_insert_iff, Set.mem_singleton_iff] at hx
    rcases hx with hx | hx
    · rw [hx, inner_sub_right, inner_add_right, real_inner_smul_right,
        real_inner_smul_right, real_inner_self_eq_norm_sq, hfg]
      linarith
    · rw [hx, inner_sub_right, inner_add_right, real_inner_smul_right,
        real_inner_smul_right, real_inner_self_eq_norm_sq, hgf]
      linarith

/-- For orthonormal `t` and `u`, the function `e t + u` captures the weight
`e² / (1 + e²)` of the target `t`. -/
theorem capturedWeight_tilted {t u : E} (ht : ‖t‖ = 1) (hu : ‖u‖ = 1)
    (htu : ⟪t, u⟫_ℝ = 0) (e : ℝ) :
    capturedWeight {e • t + u} t = e ^ 2 / (1 + e ^ 2) := by
  have hn : ‖e • t + u‖ ^ 2 = 1 + e ^ 2 := by
    rw [norm_add_sq_real, norm_smul, real_inner_smul_left, htu, ht, hu, mul_one,
      Real.norm_eq_abs, sq_abs]
    ring
  have hi : ⟪e • t + u, t⟫_ℝ = e := by
    rw [inner_add_left, real_inner_smul_left, real_inner_self_eq_norm_sq, ht,
      real_inner_comm, htu]
    ring
  have h := capturedWeight_single (e • t + u) t
  rw [hn, hi] at h
  exact (eq_div_iff (by positivity)).2 h

/-- For orthonormal `t`, `u` and `e ≠ 0`, the functions `e t + u` and `e t - u` each capture
the weight `e² / (1 + e²)` of `t`, while together they span `t` and have zero spillage. -/
theorem cooperative_pair {t u : E} (ht : ‖t‖ = 1) (hu : ‖u‖ = 1)
    (htu : ⟪t, u⟫_ℝ = 0) {e : ℝ} (he : e ≠ 0) :
    capturedWeight {e • t + u} t = e ^ 2 / (1 + e ^ 2) ∧
    capturedWeight {e • t - u} t = e ^ 2 / (1 + e ^ 2) ∧
    t ∈ Submodule.span ℝ {e • t + u, e • t - u} ∧
    spillage {e • t + u, e • t - u} t = 0 := by
  -- the components along `u` cancel in the sum of the two functions
  have hm : t ∈ Submodule.span ℝ {e • t + u, e • t - u} := by
    have hs : (e • t + u) + (e • t - u) = (2 * e) • t := by module
    have h : (2 * e)⁻¹ • ((e • t + u) + (e • t - u)) = t := by
      rw [hs, smul_smul, inv_mul_cancel₀ (mul_ne_zero two_ne_zero he), one_smul]
    have hmem : (2 * e)⁻¹ • ((e • t + u) + (e • t - u)) ∈
        Submodule.span ℝ {e • t + u, e • t - u} :=
      Submodule.smul_mem _ _ (Submodule.add_mem _
        (Submodule.subset_span (by simp)) (Submodule.subset_span (by simp)))
    rwa [h] at hmem
  refine ⟨capturedWeight_tilted ht hu htu e, ?_, hm, ?_⟩
  · rw [sub_eq_add_neg]
    exact capturedWeight_tilted ht (by rw [norm_neg, hu])
      (by rw [inner_neg_right, htu, neg_zero]) e
  · unfold spillage
    rw [Metric.infDist_zero_of_mem hm]
    norm_num

/-- For orthonormal `t`, `u` and `e ≠ 0`, the function `e t - u` gains more weight of the target `t`
when added to `e t + u` than when added to the empty set exactly if `|e| < 1`. -/
theorem diminishing_returns_fail_iff {t u : E} (ht : ‖t‖ = 1) (hu : ‖u‖ = 1)
    (htu : ⟪t, u⟫_ℝ = 0) {e : ℝ} (he : e ≠ 0) :
    gain ∅ (e • t - u) t < gain {e • t + u} (e • t - u) t ↔ |e| < 1 := by
  obtain ⟨hf, hg, -, hs⟩ := cooperative_pair ht hu htu he
  have h0 : capturedWeight (∅ : Set E) t = 0 := by
    rw [capturedWeight_of_residual (p := 0) (Submodule.zero_mem _) (by simp),
      inner_zero_left]
  have h1 : capturedWeight {e • t + u, e • t - u} t = 1 := by
    unfold capturedWeight
    rw [hs, ht]
    norm_num
  have hpos : 0 < 1 + e ^ 2 := by positivity
  have h2 : 1 - e ^ 2 / (1 + e ^ 2) = 1 / (1 + e ^ 2) := by
    rw [eq_div_iff hpos.ne', sub_mul, div_mul_cancel₀ _ hpos.ne']
    ring
  unfold gain
  rw [insert_empty_eq, Set.pair_comm (e • t - u) (e • t + u), h0, h1, hf, hg, sub_zero, h2,
    div_lt_div_iff_of_pos_right hpos, sq_lt_one_iff_abs_lt_one]

/-- In the plane with target `(1, 0)` and `e ≠ 0`, the functions `(e, 1)` and `(e, -1)` each
capture the weight `e² / (1 + e²)`, and together they have zero spillage. -/
theorem cooperative_pair_plane {e : ℝ} (he : e ≠ 0) :
    capturedWeight {!₂[e, 1]} !₂[(1 : ℝ), 0] = e ^ 2 / (1 + e ^ 2) ∧
    capturedWeight {!₂[e, -1]} !₂[(1 : ℝ), 0] = e ^ 2 / (1 + e ^ 2) ∧
    spillage {!₂[e, 1], !₂[e, -1]} !₂[(1 : ℝ), 0] = 0 := by
  have ht : ‖!₂[(1 : ℝ), 0]‖ = 1 := by simp [EuclideanSpace.norm_eq, Fin.sum_univ_two]
  have hu : ‖!₂[(0 : ℝ), 1]‖ = 1 := by simp [EuclideanSpace.norm_eq, Fin.sum_univ_two]
  have htu : ⟪!₂[(1 : ℝ), 0], !₂[(0 : ℝ), 1]⟫_ℝ = 0 := by
    simp [PiLp.inner_apply, Fin.sum_univ_two]
  have hf : e • !₂[(1 : ℝ), 0] + !₂[(0 : ℝ), 1] = !₂[e, 1] := by
    ext i
    fin_cases i <;> simp
  have hg : e • !₂[(1 : ℝ), 0] - !₂[(0 : ℝ), 1] = !₂[e, -1] := by
    ext i
    fin_cases i <;> simp
  have h := cooperative_pair ht hu htu he
  rw [hf, hg] at h
  exact ⟨h.1, h.2.1, h.2.2.2⟩

/-- For every threshold `δ > 0` there are two functions in the plane that each capture less
than `δ` of the target `(1, 0)` and together have zero spillage. -/
theorem useless_alone_complete_together {δ : ℝ} (hδ : 0 < δ) :
    ∃ f g : EuclideanSpace ℝ (Fin 2),
      capturedWeight {f} !₂[(1 : ℝ), 0] < δ ∧ capturedWeight {g} !₂[(1 : ℝ), 0] < δ ∧
      spillage {f, g} !₂[(1 : ℝ), 0] = 0 := by
  obtain ⟨hf, hg, hs⟩ := cooperative_pair_plane (Real.sqrt_pos.2 hδ).ne'
  have hlt : (√δ) ^ 2 / (1 + (√δ) ^ 2) < δ := by
    rw [Real.sq_sqrt hδ.le, div_lt_iff₀ (by linarith)]
    nlinarith [mul_pos hδ hδ]
  exact ⟨!₂[√δ, 1], !₂[√δ, -1], hf.trans_lt hlt, hg.trans_lt hlt, hs⟩

end

end CooperativeBasisFunctions
```

```lean
#print axioms CooperativeBasisFunctions.capturedWeight_orthogonal_pair
-- 'CooperativeBasisFunctions.capturedWeight_orthogonal_pair' depends on axioms: [propext, Classical.choice, Quot.sound]
#print axioms CooperativeBasisFunctions.diminishing_returns_fail_iff
-- 'CooperativeBasisFunctions.diminishing_returns_fail_iff' depends on axioms: [propext, Classical.choice, Quot.sound]
#print axioms CooperativeBasisFunctions.useless_alone_complete_together
-- 'CooperativeBasisFunctions.useless_alone_complete_together' depends on axioms: [propext, Classical.choice, Quot.sound]
```

## How the Lean statements read

The type `E` is any real inner product space, with no assumption of completeness or finite dimension. The expression `⟪f, t⟫_ℝ` is the overlap of `f` with `t`, and `e • t` is the multiple $e\,t$. In `spillage`, the function `Metric.infDist` is the distance from a point to a set, here to `Submodule.span ℝ S`, and the definition squares it. The basis is a set, so order and repetition play no role, and `gain` adds a function by `insert g S`.

The hypotheses `ht`, `hu` and `htu` say that `t` and `u` are orthonormal. Under them and `e ≠ 0`, `cooperative_pair` states the two single weights, the membership of `t` in the joint span and the vanishing spillage. The condition on `e` is needed for the joint statement: at $e=0$ the functions are $u$ and $-u$, and neither contains any of the target.

The theorem `diminishing_returns_fail_iff` compares the gain of `e • t - u` over `∅` with its gain over `{e • t + u}`. Its criterion `|e| < 1` belongs to this family of pairs and is not a general test for cooperation.

In the plane theorems, `!₂[e, 1]` is a vector of `EuclideanSpace ℝ (Fin 2)`, which carries the ordinary Euclidean norm. `useless_alone_complete_together` states that for every `δ > 0` some pair has both single weights below `δ` and zero joint spillage.

## How the lemmas follow the derivation

`orthogonal_span` extends orthogonality from the basis functions to their span by induction over sums and multiples. `capturedWeight_of_residual` then proves the distance formula as two inequalities: `p` itself is a point of the span, and the Pythagorean identity `h1` shows that no other point is closer. Expanding the squared norm and using $\langle p,t-p\rangle=0$ gives $\langle p,t\rangle$.

`exists_coefficient` supplies the best-fit coefficient, treating the zero function separately. `capturedWeight_single` multiplies by the squared norm, and `capturedWeight_orthogonal_pair` applies the residual criterion to the sum of the two single fits. The latter shows the role of overlap and is not used in the later theorems.

`capturedWeight_tilted` computes the squared norm `hn` and the overlap `hi`, then divides by $1+e^2$. In `cooperative_pair`, the tactic `module` verifies $f+g=2e\,t$, and scaling by `(2 * e)⁻¹` puts `t` in the span. The weight of the second function follows from the same lemma with `u` replaced by `-u`.

`diminishing_returns_fail_iff` inserts the weights 0, $e^2/(1+e^2)$ and 1, and compares two fractions with the same positive denominator. `cooperative_pair_plane` checks the coordinates of the vectors, and the last theorem substitutes `√δ` for `e`.

## Real vectors, one target, exact arithmetic

The theorems treat one target in a real space. Complex orbitals and spillages averaged over several bands or $k$-points are not covered. The pair is constructed, and nothing is stated about how often such pairs occur in actual basis sets.

The arithmetic is exact. The expansion coefficients $1/(2e)$ grow without bound in magnitude as $e\to0$, and the theorems give no estimate of rounding errors or of the effect of removing nearly dependent functions.
